# Energy conservation in harmonic motion with symmetric mass and force-constant matrices

Force constants computed by finite differences often come out slightly asymmetric, and they are commonly symmetrised, Φ → ½(Φ + Φᵀ), before they are used for dynamics. With a symmetric mass matrix M, this step ensures that the exact free motion of a finite harmonic model conserves its energy. If no thermostat or external force acts, any energy drift in a simulation of that model then comes from the numerical integration, rounding included.

In Lean 4 with Mathlib:

```lean
import Mathlib

open Matrix

namespace HarmonicEnergyConservation

noncomputable section

variable {n : Type*} [Fintype n]
```

The finite index set `n` labels the displacement coordinates, for instance one label per atom and Cartesian direction. A vector is a function `n → ℝ`.

```lean
/-- Harmonic energy at displacement `x` and velocity `v`, for mass matrix `M` and
force-constant matrix `Φ`. -/
def energy (M Φ : Matrix n n ℝ) (x v : n → ℝ) : ℝ :=
  1 / 2 * (v ⬝ᵥ M *ᵥ v) + 1 / 2 * (x ⬝ᵥ Φ *ᵥ x)
```

Here `⬝ᵥ` is the dot product and `*ᵥ` applies a matrix to a vector. For displacement x and velocity v, the definition reads

E(x, v) = ½ vᵀMv + ½ xᵀΦx.

```lean
/-- A free harmonic motion: a twice differentiable trajectory obeying `M u'' = -Φ u`. -/
structure IsFreeMotion (M Φ : Matrix n n ℝ) (u : ℝ → n → ℝ) : Prop where
  diff : Differentiable ℝ u
  diff_velocity : Differentiable ℝ (deriv u)
  newton : ∀ t, M *ᵥ deriv (deriv u) t = -(Φ *ᵥ u t)
```

A trajectory `u` assigns a displacement vector to each real time, and `deriv u` is its velocity u′. `IsFreeMotion` requires that u and u′ are differentiable and that Mu″ = −Φu at every time. M and Φ are constant in time; anharmonic forces and thermostats are not included. M need be neither diagonal nor invertible.

```lean
/-- A symmetric matrix gives a bilinear form whose two arguments may be exchanged. -/
theorem symm_exchange {A : Matrix n n ℝ} (hA : A.IsSymm) (x y : n → ℝ) :
    x ⬝ᵥ A *ᵥ y = y ⬝ᵥ A *ᵥ x := by
  rw [Matrix.dotProduct_mulVec x A y, ← Matrix.mulVec_transpose, hA.eq,
    dotProduct_comm (A *ᵥ x) y]
```

For symmetric A, moving the matrix to the other factor gives

xᵀAy = (Aᵀx)ᵀy = (Ax)ᵀy = yᵀAx.

The `rw` line makes these replacements in turn.

```lean
/-- Product rule for the bilinear form `xᵀ A y` along two differentiable trajectories. -/
theorem hasDerivAt_form (A : Matrix n n ℝ) {x y : ℝ → n → ℝ} {x' y' : n → ℝ} {t : ℝ}
    (hx : HasDerivAt x x' t) (hy : HasDerivAt y y' t) :
    HasDerivAt (fun s => x s ⬝ᵥ A *ᵥ y s) (x' ⬝ᵥ A *ᵥ y t + x t ⬝ᵥ A *ᵥ y') t := by
  have hxi := hasDerivAt_pi.1 hx
  have hyi := hasDerivAt_pi.1 hy
  -- differentiate the double sum term by term
  have h : HasDerivAt (fun s => ∑ i, x s i * ∑ j, A i j * y s j)
      (∑ i, (x' i * ∑ j, A i j * y t j + x t i * ∑ j, A i j * y' j)) t :=
    HasDerivAt.fun_sum fun i _ =>
      (hxi i).fun_mul (HasDerivAt.fun_sum fun j _ => (hyi j).const_mul (A i j))
  rw [Finset.sum_add_distrib] at h
  exact h
```

`HasDerivAt f f' t` says that f is differentiable at t with derivative f'. Written in components, the form is Σᵢ xᵢ Σⱼ Aᵢⱼyⱼ, and the product rule on each term gives

d/dt (xᵀAy) = x′ᵀAy + xᵀAy′.

The proof passes to components with `hasDerivAt_pi`, differentiates the sums and reassembles them.

```lean
/-- Power balance: for symmetric `M` and `Φ`, if a force `F` acts at time `t` besides the harmonic
forces, the harmonic energy changes at the rate `u' · F` at that time. -/
theorem power_balance {M Φ : Matrix n n ℝ} (hM : M.IsSymm) (hΦ : Φ.IsSymm)
    {u : ℝ → n → ℝ} (hu : Differentiable ℝ u) (hv : Differentiable ℝ (deriv u))
    {t : ℝ} {F : n → ℝ} (newton : M *ᵥ deriv (deriv u) t = -(Φ *ᵥ u t) + F) :
    HasDerivAt (fun s => energy M Φ (u s) (deriv u s)) (deriv u t ⬝ᵥ F) t := by
  have h1 := hasDerivAt_form M (hv t).hasDerivAt (hv t).hasDerivAt
  have h2 := hasDerivAt_form Φ (hu t).hasDerivAt (hu t).hasDerivAt
  refine ((h1.const_mul (1 / 2)).fun_add (h2.const_mul (1 / 2))).congr_deriv ?_
  -- symmetry merges the two halves of each derivative; Newton's equation does the rest
  rw [symm_exchange hM (deriv (deriv u) t) (deriv u t),
    symm_exchange hΦ (u t) (deriv u t), newton, dotProduct_add, dotProduct_neg]
  ring
```

Let an additional force F act at time t, so that Mu″ = −Φu + F. The product rule gives

dE/dt = ½(u″ᵀMu′ + u′ᵀMu″) + ½(u′ᵀΦu + uᵀΦu′).

Symmetry makes the two terms in each bracket equal, hence

dE/dt = u′ᵀMu″ + u′ᵀΦu
= u′ᵀ(−Φu + F) + u′ᵀΦu
= u′ᵀF.

This is the power delivered by F. In the proof, `h1` and `h2` are the two product rules, `congr_deriv` leaves the equality of the two expressions for the derivative to be shown, and `symm_exchange` and `newton` supply the steps above.

```lean
/-- Energy conservation: along a free harmonic motion with symmetric mass and
force-constant matrices, the energy is the same at any two times. -/
theorem energy_conserved {M Φ : Matrix n n ℝ} (hM : M.IsSymm) (hΦ : Φ.IsSymm)
    {u : ℝ → n → ℝ} (hu : IsFreeMotion M Φ u) (s t : ℝ) :
    energy M Φ (u s) (deriv u s) = energy M Φ (u t) (deriv u t) := by
  have h : ∀ r, HasDerivAt (fun s => energy M Φ (u s) (deriv u s)) 0 r := by
    intro r
    have hr := power_balance hM hΦ hu.diff hu.diff_velocity (t := r) (F := 0)
      (by rw [add_zero]; exact hu.newton r)
    rwa [dotProduct_zero] at hr
  exact is_const_of_deriv_eq_zero (fun r => (h r).differentiableAt) (fun r => (h r).deriv) s t
```

For symmetric M and Φ, the energy of a free motion is the same at any two times s and t. Setting F = 0 in the power balance gives dE/dt = 0 at every time.

The passage from a zero derivative to equal values is made by Mathlib's `is_const_of_deriv_eq_zero`. It takes two inputs: the function is differentiable everywhere, and its `deriv` is zero everywhere. The first is needed because Mathlib sets `deriv` to 0 wherever a function has no derivative, so a step function would satisfy the second alone. The statement `h` provides both inputs.

```lean
/-- For two free motions `u` and `w` with the same symmetric matrices `M` and `Φ`, the antisymmetric
combination `uᵀ M w' - wᵀ M u'` is the same at any two times. -/
theorem symplectic_form_conserved {M Φ : Matrix n n ℝ} (hM : M.IsSymm) (hΦ : Φ.IsSymm)
    {u w : ℝ → n → ℝ} (hu : IsFreeMotion M Φ u) (hw : IsFreeMotion M Φ w) (s t : ℝ) :
    u s ⬝ᵥ M *ᵥ deriv w s - w s ⬝ᵥ M *ᵥ deriv u s =
      u t ⬝ᵥ M *ᵥ deriv w t - w t ⬝ᵥ M *ᵥ deriv u t := by
  have h : ∀ r, HasDerivAt
      (fun s => u s ⬝ᵥ M *ᵥ deriv w s - w s ⬝ᵥ M *ᵥ deriv u s) 0 r := by
    intro r
    have h1 := hasDerivAt_form M (hu.diff r).hasDerivAt (hw.diff_velocity r).hasDerivAt
    have h2 := hasDerivAt_form M (hw.diff r).hasDerivAt (hu.diff_velocity r).hasDerivAt
    refine (h1.fun_sub h2).congr_deriv ?_
    rw [hu.newton, hw.newton, dotProduct_neg, dotProduct_neg,
      symm_exchange hM (deriv u r) (deriv w r), symm_exchange hΦ (u r) (w r)]
    ring
  exact is_const_of_deriv_eq_zero (fun r => (h r).differentiableAt) (fun r => (h r).deriv) s t
```

For two free motions u and w of the same system, the product rule gives

d/dt (uᵀMw′ − wᵀMu′) = u′ᵀMw′ + uᵀMw″ − w′ᵀMu′ − wᵀMu″.

The velocity terms cancel by symmetry of M. Newton's equation turns the rest into −uᵀΦw + wᵀΦu, which vanishes by symmetry of Φ.

```lean
/-- Let `M` and `Φ` be symmetric, with `xᵀ M x ≥ 0` and `xᵀ Φ x ≥ κ xᵀ x` for every `x`, where `κ >
0`. Along a free motion the squared displacement never exceeds `2 E(0) / κ`. -/
theorem displacement_bounded {M Φ : Matrix n n ℝ} (hM : M.IsSymm) (hΦ : Φ.IsSymm)
    (hM0 : ∀ x, 0 ≤ x ⬝ᵥ M *ᵥ x) {κ : ℝ} (hκ : 0 < κ)
    (hΦκ : ∀ x, κ * (x ⬝ᵥ x) ≤ x ⬝ᵥ Φ *ᵥ x)
    {u : ℝ → n → ℝ} (hu : IsFreeMotion M Φ u) (t : ℝ) :
    u t ⬝ᵥ u t ≤ 2 * energy M Φ (u 0) (deriv u 0) / κ := by
  rw [le_div_iff₀ hκ, ← energy_conserved hM hΦ hu t 0]
  have h1 := hM0 (deriv u t)
  have h2 := hΦκ (u t)
  unfold energy
  linarith
```

The constant κ > 0 is a minimum stiffness against every displacement, which excludes a crystal free to translate as a whole. The hypothesis `hM0` says that the kinetic energy is never negative. Then

κ|u(t)|² ≤ u(t)ᵀΦu(t) ≤ 2E(t) = 2E(0),

and division by κ gives the bound.

```lean
/-- If `Φ e = ω² M e`, then the oscillation `cos (ω t) e` is a free motion. -/
theorem normal_mode_isFreeMotion {M Φ : Matrix n n ℝ} {e : n → ℝ} {ω : ℝ}
    (he : Φ *ᵥ e = ω ^ 2 • (M *ᵥ e)) :
    IsFreeMotion M Φ (fun t => Real.cos (ω * t) • e) := by
  have h1 : ∀ t, HasDerivAt (fun s => Real.cos (ω * s) • e)
      ((-(ω * Real.sin (ω * t))) • e) t := fun t =>
    (((hasDerivAt_id' t).const_mul ω).cos.congr_deriv (by ring)).smul_const e
  have h2 : ∀ t, HasDerivAt (fun s => (-(ω * Real.sin (ω * s))) • e)
      ((-(ω ^ 2 * Real.cos (ω * t))) • e) t := fun t =>
    ((((hasDerivAt_id' t).const_mul ω).sin.const_mul ω).fun_neg.congr_deriv
      (by ring)).smul_const e
  have d1 := funext fun t => (h1 t).deriv
  have d2 := funext fun t => (h2 t).deriv
  refine ⟨fun t => (h1 t).differentiableAt, ?_, fun t => ?_⟩
  · rw [d1]
    exact fun t => (h2 t).differentiableAt
  · rw [d1, d2]
    simp only [Matrix.mulVec_smul, he]
    module
```

Let Φe = ω²Me and u = cos(ωt)e. Then u′ = −ω sin(ωt)e and u″ = −ω² cos(ωt)e, so

Mu″ = −cos(ωt) ω²Me = −cos(ωt) Φe = −Φu.

The facts `h1` and `h2` are the two derivatives.

```lean
/-- The unit mass matrix and the force-constant matrix with rows `(5, -4)` and `(-4, 5)` are
symmetric, and `cos (3 t) (1, -1)` is a free motion for them. -/
theorem free_motion_witness :
    (1 : Matrix (Fin 2) (Fin 2) ℝ).IsSymm ∧
    (!![5, -4; -4, 5] : Matrix (Fin 2) (Fin 2) ℝ).IsSymm ∧
    IsFreeMotion 1 !![5, -4; -4, 5] (fun t => Real.cos (3 * t) • ![1, -1]) := by
  refine ⟨Matrix.transpose_one, Matrix.IsSymm.ext fun i j => ?_,
    normal_mode_isFreeMotion ?_⟩
  · fin_cases i <;> fin_cases j <;> rfl
  · rw [Matrix.one_mulVec]
    ext i
    fin_cases i <;> simp [Matrix.mulVec, dotProduct, Fin.sum_univ_succ] <;> norm_num
```

This matrix describes two unit masses, each tied to its site by a spring of constant 1 and to the other by a spring of constant 4. It sends (1, −1) to 9(1, −1), so ω = 3. The normalised mode vector is (1, −1)/√2.

```lean
/-- For the non-symmetric force matrix with rows `(0, 1)` and `(0, 0)` and unit masses,
`(-t²/2, 1)` is a free motion whose energy expression equals `t²/4`. -/
theorem energy_drift_of_nonsymmetric :
    IsFreeMotion 1 !![0, 1; 0, 0] (fun t : ℝ => ![-(t * t) / 2, 1]) ∧
    ∀ t : ℝ, energy 1 !![0, 1; 0, 0] ![-(t * t) / 2, 1]
      (deriv (fun s : ℝ => ![-(s * s) / 2, 1]) t) = t ^ 2 / 4 := by
  have h1 : ∀ t : ℝ, HasDerivAt (fun s : ℝ => ![-(s * s) / 2, 1]) ![-t, 0] t := by
    intro t
    have h : HasDerivAt (fun s : ℝ => -(s * s) / 2) (-t) t :=
      (((hasDerivAt_id' t).fun_mul (hasDerivAt_id' t)).fun_neg.div_const 2).congr_deriv
        (by ring)
    exact hasDerivAt_pi.2 (Fin.forall_fin_two.2 ⟨h, hasDerivAt_const t (1 : ℝ)⟩)
  have h2 : ∀ t : ℝ, HasDerivAt (fun s : ℝ => ![-s, 0]) ![-1, 0] t := fun t =>
    hasDerivAt_pi.2 (Fin.forall_fin_two.2
      ⟨(hasDerivAt_id' t).fun_neg, hasDerivAt_const t (0 : ℝ)⟩)
  have d1 := funext fun t => (h1 t).deriv
  have d2 := funext fun t => (h2 t).deriv
  refine ⟨⟨fun t => (h1 t).differentiableAt, ?_, fun t => ?_⟩, fun t => ?_⟩
  · rw [d1]
    exact fun t => (h2 t).differentiableAt
  · rw [d1, d2, Matrix.one_mulVec]
    ext i
    fin_cases i <;> simp
  · unfold energy
    rw [d1, Matrix.one_mulVec]
    simp [Matrix.mulVec, dotProduct, Fin.sum_univ_succ]
    ring

end

end HarmonicEnergyConservation
```

Here Φ is not symmetric, so the forces −Φu do not derive from any potential energy; the example is a mathematical one. For u = (−t²/2, 1) we have u′ = (−t, 0), u″ = (−1, 0) and Φu = (1, 0), so Newton's equation holds with unit masses. The energy expression is nevertheless

E = ½t² + ½(−t²/2) = t²/4,

which changes with time.

```lean
#print axioms HarmonicEnergyConservation.energy_conserved
#print axioms HarmonicEnergyConservation.symplectic_form_conserved
#print axioms HarmonicEnergyConservation.displacement_bounded
#print axioms HarmonicEnergyConservation.energy_drift_of_nonsymmetric
```

```
'HarmonicEnergyConservation.energy_conserved' depends on axioms: [propext, Classical.choice, Quot.sound]
'HarmonicEnergyConservation.symplectic_form_conserved' depends on axioms: [propext, Classical.choice, Quot.sound]
'HarmonicEnergyConservation.displacement_bounded' depends on axioms: [propext, Classical.choice, Quot.sound]
'HarmonicEnergyConservation.energy_drift_of_nonsymmetric' depends on axioms: [propext, Classical.choice, Quot.sound]
```
